# Tanh profiles are the domain walls of least energy in a one-dimensional quartic Landau–Ginzburg ferroelectric

The energy of a domain wall is taken here as a real number, the integral of an energy density over the whole line, for profiles whose density is integrable. Since Lean assigns the integral 0 to a non-integrable function, integrability is a hypothesis of the lower bound. The density is nonnegative, so this excludes only profiles of infinite energy.

Let \(P(x)\) be the polarization at position \(x\) along the wall normal, and let the energy density be \(\frac g2P'^2+\frac b4(P^2-p^2)^2\) with constants \(g,b,p>0\). If \(P\) is continuously differentiable, tends to \(-p\) on the left and to \(p\) on the right, and has integrable density, its energy is at least \(\tfrac43p^3\sqrt{gb/2}\). Equality holds exactly for the tanh profiles defined below.

```lean
import Mathlib

open MeasureTheory Filter Topology

noncomputable section

namespace FerroelectricDomainWall
```

## Energy density and boundary conditions

The density is
\[
f(x)=\frac g2P'(x)^2+\frac b4\bigl(P(x)^2-p^2\bigr)^2 .
\]
The coefficient \(g\) sets the cost of spatial variation, \(b\) sets the height of the barrier between the two uniform states, and \(p\) is the spontaneous polarization. All three are given constants. In Lean, \(P'\) is `deriv P`.

```lean
/-- Landau–Ginzburg energy density of a polarization profile `P`: gradient energy plus a quartic
term, which for `b > 0` and `p ≠ 0` is a double well with minima at `p` and `-p`. -/
def energyDensity (g b p : ℝ) (P : ℝ → ℝ) (x : ℝ) : ℝ :=
  g * (deriv P x) ^ 2 / 2 + b * (P x ^ 2 - p ^ 2) ^ 2 / 4
```

Its integral over the line is the energy per unit wall area.

```lean
/-- Energy of a profile per unit wall area, for profiles with integrable density. -/
def wallEnergy (g b p : ℝ) (P : ℝ → ℝ) : ℝ := ∫ x, energyDensity g b p P x
```

The candidate minimum has its own name, so that attaining it can be stated as an equation.

```lean
/-- The wall tension `(4/3) p³ √(gb/2)`, for `g b ≥ 0`. -/
def wallTension (g b p : ℝ) : ℝ := 4 / 3 * p ^ 3 * Real.sqrt (g * b / 2)
```

Two combinations of the constants recur: \(s=\sqrt{gb/2}\) and \(k=\sqrt{b/(2g)}\). The second is `rate g b`.

```lean
/-- The rate `√(b/(2g))`, for `g > 0` and `b ≥ 0`. -/
def rate (g b : ℝ) : ℝ := Real.sqrt (b / (2 * g))
```

A domain wall is a \(C^1\) function with the two prescribed limits. This describes a flat wall with one polarization component, parallel to the wall. Strain, electrostatic energy, further components and pinning by the lattice are left out.

```lean
/-- A continuously differentiable profile joining the domain `-p` on the left to the
domain `p` on the right. -/
structure IsDomainWall (p : ℝ) (P : ℝ → ℝ) : Prop where
  smooth : ContDiff ℝ 1 P
  left : Tendsto P atBot (𝓝 (-p))
  right : Tendsto P atTop (𝓝 p)
```

The defect measures how far a profile is from solving a first-order equation:
\[
D(x)=P'(x)-k\bigl(p^2-P(x)^2\bigr).
\]

```lean
/-- Deviation of a profile from the first-order equation `P' = √(b/(2g)) (p² - P²)`,
for `g > 0` and `b ≥ 0`. -/
def defect (g b p : ℝ) (P : ℝ → ℝ) (x : ℝ) : ℝ :=
  deriv P x - rate g b * (p ^ 2 - P x ^ 2)
```

The tanh wall with centre \(c\) is
\[
K_c(x)=p\tanh\bigl(pk(x-c)\bigr).
\]

```lean
/-- The profile `p tanh(p k (x - c))` with `k = rate g b`. For `g, b, p > 0` it is the tanh wall
centred at `c`. -/
def kink (g b p c x : ℝ) : ℝ := p * Real.tanh (p * rate g b * (x - c))
```

## Completing the square

Squaring \(k\) gives \(gk^2=b/2\). Hence \(gb/2=(gk)^2\), and \(s=gk\) because \(gk\ge0\).

```lean
variable {g b p : ℝ}

/-- The rate `k` satisfies `g k² = b/2` and `√(gb/2) = g k`. -/
theorem rate_relations (hg : 0 < g) (hb : 0 < b) :
    g * rate g b ^ 2 = b / 2 ∧ Real.sqrt (g * b / 2) = g * rate g b := by
  have hk : rate g b ^ 2 = b / (2 * g) := Real.sq_sqrt (by positivity)
  have h1 : g * rate g b ^ 2 = b / 2 := by
    rw [hk]
    field_simp
  have h0 : 0 ≤ rate g b := Real.sqrt_nonneg _
  have h2 : g * b / 2 = (g * rate g b) ^ 2 := by linear_combination (-g) * h1
  exact ⟨h1, by rw [h2, Real.sqrt_sq (mul_nonneg hg.le h0)]⟩
```

Expanding the squared defect with these relations gives
\[
\frac g2D^2=\frac g2P'^2-sP'(p^2-P^2)+\frac b4(p^2-P^2)^2,
\]
and therefore
\[
f=sP'(p^2-P^2)+\frac g2D^2 .
\]
The `linear_combination` step supplies the multiple of \(gk^2=b/2\) that makes the two sides agree.

```lean
/-- Completing the square: the energy density is a cross term plus `g/2` times the
squared defect. -/
theorem energyDensity_eq (hg : 0 < g) (hb : 0 < b) (P : ℝ → ℝ) (x : ℝ) :
    energyDensity g b p P x =
      Real.sqrt (g * b / 2) * (deriv P x * (p ^ 2 - P x ^ 2))
        + g / 2 * defect g b p P x ^ 2 := by
  obtain ⟨h1, h2⟩ := rate_relations hg hb
  rw [h2]
  unfold energyDensity defect
  linear_combination (-(p ^ 2 - P x ^ 2) ^ 2 / 2) * h1
```

The cross term \(X=sP'(p^2-P^2)\) is a total derivative:
\[
X=G',\qquad G=s\Bigl(p^2P-\frac{P^3}{3}\Bigr).
\]

```lean
/-- The cross term is the derivative of `s (p² P - P³/3)` along the profile. -/
theorem hasDerivAt_cross {P : ℝ → ℝ} {P' x : ℝ} (h : HasDerivAt P P' x) (s p : ℝ) :
    HasDerivAt (fun y => s * (p ^ 2 * P y - P y ^ 3 / 3))
      (s * (P' * (p ^ 2 - P x ^ 2))) x :=
  (((h.const_mul (p ^ 2)).fun_sub ((h.fun_pow 3).div_const 3)).const_mul s).congr_deriv
    (by push_cast; ring)
```

## The energy as tension plus squared defect

To integrate the two terms separately, each must be integrable. The same expansion with either sign gives
\[
f\pm X=\frac g2\bigl(P'\pm k(p^2-P^2)\bigr)^2\ge0,
\]
so \(|X|\le f\) and \(X\) is integrable. These two squares are the facts passed to `nlinarith`. Then \(D^2=\tfrac2g(f-X)\) is integrable too. The integral of \(X\) depends only on the limits of \(P\):
\[
\int X\,dx=s\Bigl(\frac{2p^3}{3}+\frac{2p^3}{3}\Bigr)=\frac43p^3s .
\]
The energy is therefore
\[
E=\frac43p^3s+\frac g2\int D^2\,dx .
\]

```lean
/-- The energy of a domain wall with integrable density is the wall tension plus `g/2`
times the integral of the squared defect, which is integrable. -/
theorem wallEnergy_eq (hg : 0 < g) (hb : 0 < b) {P : ℝ → ℝ} (h : IsDomainWall p P)
    (hE : Integrable (energyDensity g b p P)) :
    Integrable (fun x => defect g b p P x ^ 2) ∧
      wallEnergy g b p P = wallTension g b p + g / 2 * ∫ x, defect g b p P x ^ 2 := by
  have hd : ∀ x, HasDerivAt P (deriv P x) x := fun x =>
    (h.smooth.differentiable (by simp) x).hasDerivAt
  have hc : Continuous P := h.smooth.continuous
  have hc' : Continuous (deriv P) := h.smooth.continuous_deriv le_rfl
  -- the cross term is dominated by the energy density
  have hX : Integrable
      (fun x => Real.sqrt (g * b / 2) * (deriv P x * (p ^ 2 - P x ^ 2))) := by
    refine hE.mono' (Continuous.aestronglyMeasurable (by fun_prop)) (ae_of_all _ fun x => ?_)
    have e := energyDensity_eq (p := p) hg hb P x
    rw [(rate_relations hg hb).2] at e ⊢
    unfold defect at e
    rw [Real.norm_eq_abs, abs_le]
    constructor
    · nlinarith [mul_nonneg hg.le (sq_nonneg (deriv P x + rate g b * (p ^ 2 - P x ^ 2)))]
    · nlinarith [mul_nonneg hg.le (sq_nonneg (deriv P x - rate g b * (p ^ 2 - P x ^ 2)))]
  have hD : Integrable (fun x => defect g b p P x ^ 2) := by
    refine ((hE.sub hX).const_mul (2 / g)).congr (ae_of_all _ fun x => ?_)
    change 2 / g * (energyDensity g b p P x
      - Real.sqrt (g * b / 2) * (deriv P x * (p ^ 2 - P x ^ 2))) = defect g b p P x ^ 2
    rw [energyDensity_eq hg hb, add_sub_cancel_left]
    field_simp
  refine ⟨hD, ?_⟩
  -- the integral of the cross term depends only on the two domains
  have lim : ∀ {l : Filter ℝ} {q : ℝ}, Tendsto P l (𝓝 q) →
      Tendsto (fun y => Real.sqrt (g * b / 2) * (p ^ 2 * P y - P y ^ 3 / 3)) l
        (𝓝 (Real.sqrt (g * b / 2) * (p ^ 2 * q - q ^ 3 / 3))) := fun hq =>
    ((hq.const_mul (p ^ 2)).sub ((hq.pow 3).div_const 3)).const_mul _
  have hI := integral_of_hasDerivAt_of_tendsto
    (fun x => hasDerivAt_cross (hd x) (Real.sqrt (g * b / 2)) p) hX (lim h.left) (lim h.right)
  unfold wallEnergy
  simp_rw [energyDensity_eq hg hb]
  rw [integral_add hX (hD.const_mul (g / 2)), hI, integral_const_mul]
  unfold wallTension
  ring
```

The last integral is nonnegative, which gives the lower bound. The theorem puts no sign condition on \(p\); for \(p<0\) the bound is negative and carries no information.

```lean
/-- Every domain wall with integrable energy density costs at least the wall tension
`(4/3) p³ √(gb/2)`. -/
theorem wallTension_le_wallEnergy (hg : 0 < g) (hb : 0 < b) {P : ℝ → ℝ}
    (h : IsDomainWall p P) (hE : Integrable (energyDensity g b p P)) :
    4 / 3 * p ^ 3 * Real.sqrt (g * b / 2) ≤ wallEnergy g b p P := by
  rw [(wallEnergy_eq hg hb h hE).2]
  have h0 : 0 ≤ ∫ x, defect g b p P x ^ 2 := integral_nonneg fun x => sq_nonneg _
  exact le_add_of_nonneg_right (mul_nonneg (by positivity) h0)
```

## The tanh wall attains the bound

Since \(\tanh'=1-\tanh^2\), the chain rule gives
\[
K_c'=p^2k\bigl(1-\tanh^2(pk(x-c))\bigr)=k(p^2-K_c^2),
\]
so the tanh wall has zero defect.

```lean
/-- The tanh wall solves the first-order equation `P' = √(b/(2g)) (p² - P²)`. -/
theorem hasDerivAt_kink (g b p c x : ℝ) :
    HasDerivAt (kink g b p c) (rate g b * (p ^ 2 - kink g b p c x ^ 2)) x := by
  have ht : ∀ y, HasDerivAt Real.tanh (1 - Real.tanh y ^ 2) y := fun y => by
    have hc := (Real.cosh_pos y).ne'
    refine (((Real.hasDerivAt_sinh y).fun_div (Real.hasDerivAt_cosh y) hc).congr_of_eventuallyEq
      (Eventually.of_forall fun z => Real.tanh_eq_sinh_div_cosh z)).congr_deriv ?_
    rw [Real.tanh_eq_sinh_div_cosh, div_pow, eq_sub_iff_add_eq, ← add_div,
      div_eq_one_iff_eq (pow_ne_zero 2 hc)]
    ring
  have hi : HasDerivAt (fun y => p * rate g b * (y - c)) (p * rate g b) x :=
    (((hasDerivAt_id' x).sub_const c).const_mul (p * rate g b)).congr_deriv (mul_one _)
  have h := ((ht _).comp x hi).const_mul p
  exact h.congr_deriv (by unfold kink; ring)
```

The limits follow from
\[
\tanh y=1-\frac{2}{e^{2y}+1}\to1\quad(y\to\infty),
\]
from the oddness of tanh, and from \(pk>0\).

```lean
/-- The tanh wall joins the domain `-p` to the domain `p`. -/
theorem isDomainWall_kink (hg : 0 < g) (hb : 0 < b) (hp : 0 < p) (c : ℝ) :
    IsDomainWall p (kink g b p c) := by
  have hk : 0 < p * rate g b := mul_pos hp (Real.sqrt_pos.2 (by positivity))
  have hdiff : Differentiable ℝ (kink g b p c) := fun x =>
    (hasDerivAt_kink g b p c x).differentiableAt
  have hcont := hdiff.continuous
  -- limits of tanh, from its expression through one exponential
  have htop : Tendsto Real.tanh atTop (𝓝 1) := by
    have e : ∀ x, 1 - 2 / (Real.exp (2 * x) + 1) = Real.tanh x := fun x => by
      symm
      rw [Real.tanh_eq_sinh_div_cosh, div_eq_iff (Real.cosh_pos x).ne', Real.sinh_eq,
        Real.cosh_eq, Real.exp_neg, two_mul, Real.exp_add]
      field_simp
      ring
    have h2 : Tendsto (fun x : ℝ => Real.exp (2 * x) + 1) atTop atTop :=
      tendsto_atTop_add_const_right _ _
        (Real.tendsto_exp_atTop.comp (tendsto_id.const_mul_atTop two_pos))
    have h3 := (h2.const_div_atTop 2).const_sub 1
    rw [sub_zero] at h3
    exact h3.congr e
  have hbot : Tendsto Real.tanh atBot (𝓝 (-1)) :=
    (htop.comp tendsto_neg_atBot_atTop).neg.congr fun x => by simp [Real.tanh_neg]
  refine ⟨contDiff_one_iff_deriv.2 ⟨hdiff, ?_⟩, ?_, ?_⟩
  · rw [funext fun x => (hasDerivAt_kink g b p c x).deriv]
    fun_prop
  · have hl : Tendsto (fun x : ℝ => x - c) atBot atBot := by
      simpa [sub_eq_add_neg] using tendsto_atBot_add_const_right atBot (-c) tendsto_id
    have h := (hbot.comp (hl.const_mul_atBot hk)).const_mul p
    rw [mul_neg_one] at h
    exact h
  · have hl : Tendsto (fun x : ℝ => x - c) atTop atTop := by
      simpa [sub_eq_add_neg] using tendsto_atTop_add_const_right atTop (-c) tendsto_id
    have h := (htop.comp (hl.const_mul_atTop hk)).const_mul p
    rw [mul_one] at h
    exact h
```

With zero defect, the density of \(K_c\) is the derivative of \(G\) evaluated along \(K_c\). Its integral over \([-R,R]\) is \(G(R)-G(-R)\), which converges as \(R\to\infty\). A continuous nonnegative density with convergent window integrals is integrable. The energy formula with \(D=0\) then gives exactly the tension. The choice \(c=0\) is the profile \(p\tanh(px\sqrt{b/(2g)})\).

```lean
/-- The tanh wall has integrable energy density, and its energy is the wall tension. -/
theorem wallEnergy_kink (hg : 0 < g) (hb : 0 < b) (hp : 0 < p) (c : ℝ) :
    Integrable (energyDensity g b p (kink g b p c)) ∧
      wallEnergy g b p (kink g b p c) = wallTension g b p := by
  have hw := isDomainWall_kink hg hb hp c
  have hc := hw.smooth.continuous
  have h0 : ∀ x, defect g b p (kink g b p c) x = 0 := fun x => by
    rw [defect, (hasDerivAt_kink g b p c x).deriv, sub_self]
  set s := Real.sqrt (g * b / 2) with hs
  have hE : energyDensity g b p (kink g b p c) = fun x =>
      s * (rate g b * (p ^ 2 - kink g b p c x ^ 2) * (p ^ 2 - kink g b p c x ^ 2)) := by
    funext x
    rw [energyDensity_eq hg hb, h0, (hasDerivAt_kink g b p c x).deriv]
    ring
  have hcE : Continuous (energyDensity g b p (kink g b p c)) := by
    rw [hE]
    fun_prop
  have hpos : ∀ x, 0 ≤ energyDensity g b p (kink g b p c) x := fun x => by
    unfold energyDensity
    positivity
  have lim : ∀ {l : Filter ℝ} {q : ℝ}, Tendsto (kink g b p c) l (𝓝 q) →
      Tendsto (fun y => s * (p ^ 2 * kink g b p c y - kink g b p c y ^ 3 / 3)) l
        (𝓝 (s * (p ^ 2 * q - q ^ 3 / 3))) := fun hq =>
    ((hq.const_mul (p ^ 2)).sub ((hq.pow 3).div_const 3)).const_mul _
  -- the energy in the window [-R, R] converges as R grows
  have hint : Integrable (energyDensity g b p (kink g b p c)) := by
    refine integrable_of_intervalIntegral_norm_tendsto (l := atTop)
      (a := fun R : ℝ => -R) (b := fun R : ℝ => R) _
      (fun R => (hcE.integrableOn_Icc).mono_set Set.Ioc_subset_Icc_self)
      tendsto_neg_atTop_atBot tendsto_id
      (((lim hw.right).sub ((lim hw.left).comp tendsto_neg_atTop_atBot)).congr fun R => ?_)
    simp_rw [Real.norm_of_nonneg (hpos _)]
    symm
    have hG : ∀ x, HasDerivAt
        (fun y => s * (p ^ 2 * kink g b p c y - kink g b p c y ^ 3 / 3))
        (energyDensity g b p (kink g b p c) x) x := fun x => by
      rw [hE]
      exact hasDerivAt_cross (hasDerivAt_kink g b p c x) s p
    have hR := intervalIntegral.integral_eq_sub_of_hasDerivAt (fun x _ => hG x)
      (hcE.intervalIntegrable (-R) R)
    exact hR
  refine ⟨hint, ?_⟩
  rw [(wallEnergy_eq hg hb hw hint).2]
  simp [h0]
```

## Only tanh walls attain it

Let \(P\) solve \(P'=k(p^2-P^2)\) with \(P(c)=0\). Subtracting the equation for \(K_c\) gives
\[
(P-K_c)'=-k(P+K_c)(P-K_c).
\]
Hence
\[
(P-K_c)(x)\,\exp\!\int_c^x k(P+K_c)\,dt
\]
has zero derivative and is constant. It vanishes at \(x=c\), and the exponential is never zero, so \(P=K_c\).

```lean
/-- A solution of the first-order equation that vanishes at `c` is the profile `kink g b p c`. -/
theorem eq_kink_of_firstOrder {P : ℝ → ℝ} {c : ℝ}
    (h : ∀ x, HasDerivAt P (rate g b * (p ^ 2 - P x ^ 2)) x) (hc : P c = 0) :
    P = kink g b p c := by
  have hQ := hasDerivAt_kink g b p c
  have cP : Continuous P := continuous_iff_continuousAt.2 fun x => (h x).continuousAt
  have cQ : Continuous (kink g b p c) :=
    continuous_iff_continuousAt.2 fun x => (hQ x).continuousAt
  have cA : Continuous fun t => rate g b * (P t + kink g b p c t) := by fun_prop
  -- the difference of two solutions obeys a linear equation; use its integrating factor
  have hF : ∀ x, HasDerivAt (fun y => (P y - kink g b p c y) *
      Real.exp (∫ t in c..y, rate g b * (P t + kink g b p c t))) 0 x := fun x =>
    (((h x).fun_sub (hQ x)).fun_mul
      (cA.integral_hasStrictDerivAt c x).hasDerivAt.exp).congr_deriv (by ring)
  funext x
  have e := is_const_of_deriv_eq_zero (fun y => (hF y).differentiableAt)
    (fun y => (hF y).deriv) x c
  have k0 : kink g b p c c = 0 := by simp [kink]
  simp only [hc, k0, sub_self, zero_mul] at e
  exact sub_eq_zero.1 ((mul_eq_zero.1 e).resolve_right (Real.exp_pos _).ne')
```

If a wall has energy equal to the tension, the energy formula forces \(\int D^2\,dx=0\). A continuous nonnegative function with zero integral vanishes everywhere, so \(P\) solves the first-order equation. Because \(P\) is negative far to the left and positive far to the right, the intermediate value theorem gives a zero \(c\), and the previous lemma applies. The converse is the computed energy of the tanh wall.

```lean
/-- A domain wall with integrable energy density attains the wall tension exactly when
it is a tanh wall with some centre `c`. -/
theorem wallEnergy_eq_wallTension_iff (hg : 0 < g) (hb : 0 < b) (hp : 0 < p) {P : ℝ → ℝ}
    (h : IsDomainWall p P) (hE : Integrable (energyDensity g b p P)) :
    wallEnergy g b p P = wallTension g b p ↔ ∃ c, P = kink g b p c := by
  constructor
  · intro he
    obtain ⟨hD, hW⟩ := wallEnergy_eq hg hb h hE
    have hz : ∫ x, defect g b p P x ^ 2 = 0 := by
      have h1 : g / 2 * ∫ x, defect g b p P x ^ 2 = 0 := by linarith
      exact (mul_eq_zero.1 h1).resolve_left (by positivity)
    have cP : Continuous P := h.smooth.continuous
    have cP' : Continuous (deriv P) := h.smooth.continuous_deriv le_rfl
    have cD : Continuous fun x => defect g b p P x ^ 2 := by
      unfold defect
      fun_prop
    -- a continuous squared defect with zero integral vanishes everywhere
    have hae := (integral_eq_zero_iff_of_nonneg (fun x => sq_nonneg _) hD).1 hz
    have h0 := (Continuous.ae_eq_iff_eq volume cD continuous_zero).1 hae
    obtain ⟨u, hu⟩ := (h.left.eventually_lt_const (neg_lt_zero.2 hp)).exists
    obtain ⟨v, hv⟩ := (h.right.eventually_const_lt hp).exists
    obtain ⟨c, hc⟩ := mem_range_of_exists_le_of_exists_ge cP ⟨u, hu.le⟩ ⟨v, hv.le⟩
    refine ⟨c, eq_kink_of_firstOrder (fun x => ?_) hc⟩
    have hx : defect g b p P x = 0 := pow_eq_zero_iff two_ne_zero |>.1 (congrFun h0 x)
    exact (h.smooth.differentiable (by simp) x).hasDerivAt.congr_deriv (sub_eq_zero.1 hx)
  · rintro ⟨c, rfl⟩
    exact (wallEnergy_kink hg hb hp c).2

end FerroelectricDomainWall
```

```lean
#print axioms FerroelectricDomainWall.wallTension_le_wallEnergy
#print axioms FerroelectricDomainWall.wallEnergy_eq_wallTension_iff
```

```
'FerroelectricDomainWall.wallTension_le_wallEnergy' depends on axioms: [propext, Classical.choice, Quot.sound]
'FerroelectricDomainWall.wallEnergy_eq_wallTension_iff' depends on axioms: [propext, Classical.choice, Quot.sound]
```

## A wall of the wrong width, and other double wells

Take \(g=1\), \(b=2\), \(p=1\), so that \(s=k=1\) and the tension is \(4/3\). The trial wall \(P=\tanh 2x\) is half as wide as the optimal one. Using \(\int\operatorname{sech}^4x\,dx=4/3\), its gradient energy is \(4/3\) and its well energy is \(1/3\), which makes \(5/3\). The energy formula agrees: here \(D=\operatorname{sech}^2 2x\), so \(\tfrac12\int D^2\,dx=1/3\), which is the excess over \(4/3\).

In a phase-field code for this one-component, one-dimensional model, the energy of a single relaxed wall should approach the tension as the mesh is refined and the box lengthened. If the code uses the expanded form \(-\frac{bp^2}{2}P^2+\frac b4P^4\), which lacks the constant \(\frac{bp^4}{4}\), the energy of the uniform state in the same box must be subtracted first. A periodic box holds walls in pairs, so with one relaxed, well-separated pair the energy to compare with is twice the tension.

The same argument by hand, not formalised here, treats a continuous well \(W\ge0\) in place of the quartic one. For a \(C^1\) wall from \(-p\) to \(p\) with integrable density,
\[
\int\Bigl(\frac g2P'^2+W(P)\Bigr)dx\ \ge\ \int_{-p}^{p}\sqrt{2g\,W(u)}\,du .
\]
The quartic well gives back \(\tfrac43p^3\sqrt{gb/2}\).
